# Fourier interpolation of dynamical matrices in one dimension: weights that make it exact at the mesh points and Hermitian between them

Take a one-dimensional harmonic crystal with lattice constant 1, so that lattice vectors $R$ are integers and wave vectors $q$ are real numbers. Dynamical matrices $D_j$ are given at $N$ mesh points.

```lean
import Mathlib

open Matrix

namespace PhononFourierInterpolation

noncomputable section

variable {n : Type*} {N : ℕ}
```

The type `n` labels the rows and columns of the matrices, in physics the atom and Cartesian direction within a cell. `N` is the number of mesh points.

```lean
/-- The mesh wave vector `q_j = 2πj/N`, for `N ≥ 1`. -/
def meshPoint (j : Fin N) : ℝ := 2 * Real.pi * (j : ℕ) / N
```

This is $q_j=2\pi j/N$. The type `Fin N` holds the indices $0,\dots,N-1$.

```lean
/-- The Bloch phase `exp(iqR)`. -/
def bloch (q : ℝ) (R : ℤ) : ℂ := Complex.exp (Complex.I * q * R)
```

The Bloch phase is $e^{iqR}$, with no atomic positions inside the cell.

```lean
/-- The force constants `Φ(R) = (1/N) ∑_j exp(-i q_j R) D_j`, for `N ≥ 1`. -/
def forceConstants (D : Fin N → Matrix n n ℂ) (R : ℤ) : Matrix n n ℂ :=
  (1 / (N : ℂ)) • ∑ j, bloch (meshPoint j) (-R) • D j
```

The force constants are $\Phi(R)=\frac1N\sum_j e^{-iq_jR}D_j$. They are mass-weighted: as in the dynamical matrix, each entry is divided by the square root of the product of the two atomic masses. They repeat with period $N$ in $R$.

```lean
/-- The interpolated dynamical matrix `∑_R w(R) exp(iqR) Φ(R)`. -/
def interpolate (w : ℤ →₀ ℝ) (D : Fin N → Matrix n n ℂ) (q : ℝ) : Matrix n n ℂ :=
  ∑ R ∈ w.support, ((w R : ℂ) * bloch q R) • forceConstants D R
```

The interpolated matrix is $\tilde D(q)=\sum_R w(R)\,e^{iqR}\,\Phi(R)$. The type `ℤ →₀ ℝ` means real weights that are nonzero at finitely many $R$, and `w.support` is the set of those $R$.

Phonon codes take this step from a coarse mesh of linear-response calculations to a dense mesh or a band path. There the weights usually depend on the atom pair as well; here one scalar $w(R)$ serves all pairs, in one dimension.

```lean
/-- The weights of the lattice vectors in each class modulo `N` sum to one. -/
def UnitClassSums (N : ℕ) (w : ℤ →₀ ℝ) : Prop :=
  ∀ r : ℤ, ∑ R ∈ w.support with (N : ℤ) ∣ R - r, w R = 1
```

For every integer $r$, $\sum_{R\equiv r\ (\mathrm{mod}\ N)}w(R)=1$. Physically, each periodic force constant is counted once in total, however it is shared among its equivalent lattice vectors.

## Orthogonality and exactness on the mesh

```lean
/-- Complex conjugation of a Bloch phase reverses the lattice vector. -/
theorem star_bloch (q : ℝ) (R : ℤ) : star (bloch q R) = bloch q (-R) := by
  unfold bloch
  rw [Complex.star_def, ← Complex.exp_conj]
  congr 1
  simp
```

In Lean, a theorem's statement stands before `:= by` and its proof after it. This one says $(e^{iqR})^*=e^{-iqR}$.

```lean
/-- Summed over the mesh, the phases `exp(i q_j m)` give `N` if `N` divides `m`, and zero
otherwise. -/
theorem mesh_sum [NeZero N] (m : ℤ) :
    ∑ j : Fin N, bloch (meshPoint j) m = if (N : ℤ) ∣ m then (N : ℂ) else 0 := by
  have hN : (N : ℂ) * (N : ℂ)⁻¹ = 1 := mul_inv_cancel₀ (Nat.cast_ne_zero.2 (NeZero.ne N))
  let z : ℂ := Complex.exp (2 * Real.pi * Complex.I * m / N)
  have hz : ∀ j : Fin N, bloch (meshPoint j) m = z ^ (j : ℕ) := by
    intro j
    simp only [z, bloch, meshPoint]
    rw [← Complex.exp_nat_mul]
    congr 1
    push_cast
    ring
  rw [Finset.sum_congr rfl (fun j _ => hz j), Fin.sum_univ_eq_sum_range (fun j => z ^ j) N]
  split_ifs with h
  · obtain ⟨c, rfl⟩ := h
    have h1 : z = 1 := Complex.exp_eq_one_iff.2 ⟨c, by
      push_cast
      linear_combination (2 * Real.pi * Complex.I * c) * hN⟩
    simp [h1]
  · have h1 : z ≠ 1 := by
      intro h1
      obtain ⟨c, hc⟩ := Complex.exp_eq_one_iff.1 h1
      have h2 : (m : ℂ) = N * c := by
        apply mul_left_cancel₀ Complex.two_pi_I_ne_zero
        linear_combination (N : ℂ) * hc - (2 * Real.pi * Complex.I * m) * hN
      exact h ⟨c, by exact_mod_cast h2⟩
    have h2 : z ^ N = 1 := by
      simp only [z]
      rw [← Complex.exp_nat_mul]
      exact Complex.exp_eq_one_iff.2 ⟨m, by
        linear_combination (2 * Real.pi * Complex.I * m) * hN⟩
    rw [geom_sum_eq h1, h2, sub_self, zero_div]
```

Put $z=e^{2\pi im/N}$, so the sum is $\sum_{j=0}^{N-1}z^j$. If $N$ divides $m$, then $z=1$ and the sum is $N$. Otherwise $z\neq1$ but $z^N=1$, and the geometric sum $(z^N-1)/(z-1)$ vanishes. `split_ifs` separates the two cases; `[NeZero N]` says $N\ge1$.

```lean
private theorem fin_eq_of_dvd {a b : Fin N} (h : (N : ℤ) ∣ ((a : ℕ) : ℤ) - ((b : ℕ) : ℤ)) :
    a = b := by
  obtain ⟨c, hc⟩ := h
  have ha : ((a : ℕ) : ℤ) < N := by exact_mod_cast a.isLt
  have hb : ((b : ℕ) : ℤ) < N := by exact_mod_cast b.isLt
  have ha0 : (0 : ℤ) ≤ ((a : ℕ) : ℤ) := Int.natCast_nonneg _
  have hb0 : (0 : ℤ) ≤ ((b : ℕ) : ℤ) := Int.natCast_nonneg _
  have h1 : c < 1 := by nlinarith
  have h2 : -1 < c := by nlinarith
  have h3 : c = 0 := by omega
  rw [h3, mul_zero] at hc
  apply Fin.ext
  omega
```

Two indices in $0,\dots,N-1$ that differ by a multiple of $N$ are equal.

```lean
/-- With unit class sums, the weighted lattice sum of an `N`-periodic function is its plain sum
over one period. -/
theorem weighted_sum_periodic [NeZero N] {w : ℤ →₀ ℝ} (hw : UnitClassSums N w) (g : ℤ → ℂ)
    (hg : ∀ R r : ℤ, (N : ℤ) ∣ R - r → g R = g r) :
    ∑ R ∈ w.support, (w R : ℂ) * g R = ∑ r : Fin N, g ((r : ℕ) : ℤ) := by
  have h1 : ∀ r : Fin N, g ((r : ℕ) : ℤ) = ∑ R ∈ w.support,
      if (N : ℤ) ∣ R - ((r : ℕ) : ℤ) then (w R : ℂ) * g R else 0 := by
    intro r
    have h := congrArg (fun x : ℝ => (x : ℂ) * g ((r : ℕ) : ℤ)) (hw ((r : ℕ) : ℤ))
    simp only [Complex.ofReal_one, one_mul, Complex.ofReal_sum, Finset.sum_mul] at h
    rw [← Finset.sum_filter, ← h]
    refine Finset.sum_congr rfl fun R hR => ?_
    rw [hg R _ (Finset.mem_filter.1 hR).2]
  have h2 : ∑ r : Fin N, g ((r : ℕ) : ℤ) = ∑ R ∈ w.support, ∑ r : Fin N,
      if (N : ℤ) ∣ R - ((r : ℕ) : ℤ) then (w R : ℂ) * g R else 0 := by
    rw [Finset.sum_comm]
    exact Finset.sum_congr rfl fun r _ => h1 r
  rw [h2]
  refine Finset.sum_congr rfl fun R _ => ?_
  -- exactly one representative `a` in the period is congruent to `R`
  have hN : (0 : ℤ) < N := by exact_mod_cast Nat.pos_of_ne_zero (NeZero.ne N)
  obtain ⟨a, ha⟩ : ∃ a : ℕ, (a : ℤ) = R % N :=
    ⟨(R % N).toNat, Int.toNat_of_nonneg (Int.emod_nonneg _ hN.ne')⟩
  have haN : a < N := by
    have h := Int.emod_lt_of_pos R hN
    rw [← ha] at h
    exact_mod_cast h
  have hd : (N : ℤ) ∣ R - a := ⟨R / N, by rw [ha, Int.emod_def]; ring⟩
  rw [Finset.sum_eq_single (⟨a, haN⟩ : Fin N)]
  · exact (if_pos hd).symm
  · intro b _ hb
    refine if_neg fun h => hb (fin_eq_of_dvd ?_)
    have h3 := dvd_sub hd h
    rwa [sub_sub_sub_cancel_left] at h3
  · intro h
    exact absurd (Finset.mem_univ _) h
```

For an $N$-periodic $g$, group the lattice vectors by class:

$$\sum_R w(R)g(R)=\sum_{r=0}^{N-1}g(r)\sum_{R\equiv r}w(R)=\sum_{r=0}^{N-1}g(r).$$

Lean writes the grouping as a double sum, exchanges the order with `Finset.sum_comm`, and checks that each $R$ has exactly one representative, `R % N`.

```lean
/-- If the weights have unit class sums, the interpolation returns the given dynamical matrix at
every mesh point. -/
theorem interpolate_meshPoint [NeZero N] {w : ℤ →₀ ℝ} (hw : UnitClassSums N w)
    (D : Fin N → Matrix n n ℂ) (k : Fin N) : interpolate w D (meshPoint k) = D k := by
  have hN : (N : ℂ) ≠ 0 := Nat.cast_ne_zero.2 (NeZero.ne N)
  have key : ∀ j : Fin N, ∑ R ∈ w.support,
      (w R : ℂ) * (bloch (meshPoint k) R * bloch (meshPoint j) (-R)) =
        if k = j then (N : ℂ) else 0 := by
    intro j
    have e : ∀ R : ℤ, bloch (meshPoint k) R * bloch (meshPoint j) (-R) =
        Complex.exp (2 * Real.pi * Complex.I * (((k : ℕ) : ℂ) - ((j : ℕ) : ℂ)) * R / N) := by
      intro R
      simp only [bloch, meshPoint]
      rw [← Complex.exp_add]
      congr 1
      push_cast
      ring
    rw [weighted_sum_periodic hw (fun R => bloch (meshPoint k) R * bloch (meshPoint j) (-R))]
    · have e2 : ∀ r : Fin N, bloch (meshPoint k) ((r : ℕ) : ℤ) *
          bloch (meshPoint j) (-((r : ℕ) : ℤ)) =
            bloch (meshPoint r) (((k : ℕ) : ℤ) - ((j : ℕ) : ℤ)) := by
        intro r
        rw [e]
        simp only [bloch, meshPoint]
        congr 1
        push_cast
        ring
      rw [Finset.sum_congr rfl (fun r _ => e2 r), mesh_sum]
      by_cases h : k = j
      · simp [h]
      · rw [if_neg h, if_neg (fun h' => h (fin_eq_of_dvd h'))]
    · rintro R r ⟨c, hc⟩
      have hR : R = r + N * c := by linarith
      simp only [e]
      rw [Complex.exp_eq_exp_iff_exists_int]
      refine ⟨(((k : ℕ) : ℤ) - ((j : ℕ) : ℤ)) * c, ?_⟩
      rw [hR]
      push_cast
      linear_combination (2 * Real.pi * Complex.I * (((k : ℕ) : ℂ) - ((j : ℕ) : ℂ)) * c) *
        mul_inv_cancel₀ hN
  ext a b
  simp only [interpolate, forceConstants, Matrix.sum_apply, Matrix.smul_apply, smul_eq_mul]
  calc _ = ∑ j : Fin N, (1 / (N : ℂ) * D j a b) * ∑ R ∈ w.support,
        (w R : ℂ) * (bloch (meshPoint k) R * bloch (meshPoint j) (-R)) := by
        simp only [Finset.mul_sum]
        rw [Finset.sum_comm]
        refine Finset.sum_congr rfl fun j _ => Finset.sum_congr rfl fun R _ => ?_
        ring
    _ = D k a b := by
        simp only [key, mul_ite, mul_zero, Finset.sum_ite_eq, Finset.mem_univ, if_true]
        linear_combination D k a b * mul_inv_cancel₀ hN
```

Inserting the definitions gives

$$\tilde D(q_k)=\frac1N\sum_jD_j\sum_Rw(R)\,e^{i(q_k-q_j)R}.$$

The phase is $N$-periodic in $R$, so the inner sum becomes $\sum_{r=0}^{N-1}e^{2\pi i(k-j)r/N}=N\delta_{kj}$, and $\tilde D(q_k)=D_k$. The inner sum is `key`; the final `calc` works entry by entry.

Without unit class sums this can fail. Take $N=2$, weight 1 at each of $R=-1,0,1$, and the $1\times1$ data $D_0=0$, $D_1=1$. The odd class is counted twice, and $\tilde D(0)=\tfrac12-1=-\tfrac12$: a zero-frequency mode has become an unstable one.

```lean
/-- If `N ≥ 1` and the interpolation reproduces all mesh data, for matrices of nonzero size, then
the weights have unit class sums. -/
theorem unitClassSums_of_interpolates [NeZero N] [Nonempty n] {w : ℤ →₀ ℝ}
    (H : ∀ (D : Fin N → Matrix n n ℂ) (k : Fin N), interpolate w D (meshPoint k) = D k) :
    UnitClassSums N w := by
  intro r
  have hN : (N : ℂ) ≠ 0 := Nat.cast_ne_zero.2 (NeZero.ne N)
  have hp : 0 < N := Nat.pos_of_ne_zero (NeZero.ne N)
  let a : n := Classical.arbitrary n
  -- plane-wave data have force constants only on the class of `r`
  have h := congrFun (congrFun
    (H (fun j => Matrix.of fun _ _ => bloch (meshPoint j) r) ⟨0, hp⟩) a) a
  have h0 : meshPoint (⟨0, hp⟩ : Fin N) = 0 := by simp [meshPoint]
  have hb : ∀ R, bloch 0 R = 1 := by intro R; simp [bloch]
  have ho : ∀ R : ℤ, ∑ j : Fin N, bloch (meshPoint j) (-R) * bloch (meshPoint j) r =
      if (N : ℤ) ∣ R - r then (N : ℂ) else 0 := by
    intro R
    have e : ∀ j : Fin N, bloch (meshPoint j) (-R) * bloch (meshPoint j) r =
        bloch (meshPoint j) (-(R - r)) := by
      intro j
      simp only [bloch]
      rw [← Complex.exp_add]
      congr 1
      push_cast
      ring
    rw [Finset.sum_congr rfl (fun j _ => e j), mesh_sum]
    simp only [dvd_neg]
  simp only [interpolate, forceConstants, Matrix.sum_apply, Matrix.smul_apply, smul_eq_mul,
    Matrix.of_apply, h0, hb, ho, mul_one] at h
  apply Complex.ofReal_injective
  rw [Finset.sum_filter, Complex.ofReal_sum, Complex.ofReal_one]
  refine Eq.trans (Finset.sum_congr rfl fun R _ => ?_) h
  split_ifs
  · rw [one_div, inv_mul_cancel₀ hN, mul_one]
  · simp
```

Conversely, suppose all complex mesh data are reproduced. Choose $D_j$ with every entry equal to $e^{iq_jr}$. By orthogonality, every entry of $\Phi(R)$ is 1 if $R\equiv r$ and 0 otherwise. At $q_0=0$, reproduction then reads $\sum_{R\equiv r}w(R)=1$. `[Nonempty n]` ensures that there is an entry to compare.

## Hermiticity between the mesh points

```lean
/-- For even weights and Hermitian mesh data, the interpolated dynamical matrix is Hermitian at
every real wave vector. -/
theorem interpolate_isHermitian {w : ℤ →₀ ℝ} (hw : ∀ R, w (-R) = w R)
    {D : Fin N → Matrix n n ℂ} (hD : ∀ j, (D j).IsHermitian) (q : ℝ) :
    (interpolate w D q).IsHermitian := by
  have hD' : ∀ j, (D j)ᴴ = D j := fun j => (hD j).eq
  have hs : star (1 / (N : ℂ)) = 1 / (N : ℂ) := by simp
  -- for Hermitian mesh data, `Φ(R)ᴴ = Φ(-R)`
  have hF : ∀ R, (forceConstants D R)ᴴ = forceConstants D (-R) := by
    intro R
    simp only [forceConstants, Matrix.conjTranspose_smul, Matrix.conjTranspose_sum, star_bloch,
      hD', hs]
  have hr : ∀ x : ℝ, star (x : ℂ) = x := fun x => Complex.conj_ofReal x
  unfold Matrix.IsHermitian interpolate
  rw [Matrix.conjTranspose_sum]
  refine Finset.sum_nbij' (fun R => -R) (fun R => -R) ?_ ?_ ?_ ?_ ?_
  · intro R hR
    simpa [Finsupp.mem_support_iff, hw] using hR
  · intro R hR
    simpa [Finsupp.mem_support_iff, hw] using hR
  · intro R _
    exact neg_neg R
  · intro R _
    exact neg_neg R
  · intro R _
    simp only [Matrix.conjTranspose_smul, hF, hw, star_mul', star_bloch, hr]
```

If $D_j^\dagger=D_j$, then $\Phi(R)^\dagger=\frac1N\sum_je^{iq_jR}D_j=\Phi(-R)$. With $w(-R)=w(R)$,

$$\tilde D(q)^\dagger=\sum_Rw(R)e^{-iqR}\Phi(-R)=\sum_Rw(R)e^{iqR}\Phi(R)=\tilde D(q).$$

`Finset.sum_nbij'` performs the relabelling $R\to-R$. Unit class sums are not needed. The entries of $\Phi$ need not be real: that would require $D(-q)=D(q)^*$ on the mesh, which is not assumed.

## Sharing the boundary force constant for $N=2$

```lean
/-- Weights for the two-point mesh: `1` at `R = 0`, `t` at `R = -1` and `1 - t` at `R = 1`. -/
def twoMeshWeights (t : ℝ) : ℤ →₀ ℝ :=
  Finsupp.single (-1) t + Finsupp.single 0 1 + Finsupp.single 1 (1 - t)
```

The vectors $R=-1$ and $R=1$ are equivalent on this mesh. They share one force constant in the proportions $t$ and $1-t$.

```lean
private theorem sum_twoMesh {M : Type*} [AddCommMonoid M] (t : ℝ) (f : ℤ → M)
    (hf : ∀ R, twoMeshWeights t R = 0 → f R = 0) :
    ∑ R ∈ (twoMeshWeights t).support, f R = f (-1) + (f 0 + f 1) := by
  have hs : (twoMeshWeights t).support ⊆ ({-1, 0, 1} : Finset ℤ) := by
    intro R hR
    by_contra h
    simp only [Finset.mem_insert, Finset.mem_singleton] at h
    have h1 : (-1 : ℤ) ≠ R := by omega
    have h2 : (0 : ℤ) ≠ R := by omega
    have h3 : (1 : ℤ) ≠ R := by omega
    apply Finsupp.mem_support_iff.1 hR
    simp only [twoMeshWeights, Finsupp.add_apply, Finsupp.single_apply, if_neg h1, if_neg h2,
      if_neg h3, add_zero]
  rw [Finset.sum_subset hs (fun R _ hR => hf R (by simpa using hR)),
    Finset.sum_insert (by decide), Finset.sum_insert (by decide), Finset.sum_singleton]
```

If the summand vanishes wherever the weight does, its sum over the support becomes three terms, even when $t=0$ or $t=1$ removes a point from the support.

```lean
private theorem twoMesh_values (t : ℝ) : twoMeshWeights t (-1) = t ∧
    twoMeshWeights t 0 = 1 ∧ twoMeshWeights t 1 = 1 - t := by
  refine ⟨?_, ?_, ?_⟩ <;> simp [twoMeshWeights]
```

These are the three weights, read off from the definition.

```lean
/-- The two-point-mesh weights have unit class sums for every real `t`. -/
theorem twoMesh_unitClassSums (t : ℝ) : UnitClassSums 2 (twoMeshWeights t) := by
  intro r
  obtain ⟨v1, v2, v3⟩ := twoMesh_values t
  rw [Finset.sum_filter, sum_twoMesh t _ (fun R hR => by simp [hR]), v1, v2, v3]
  rcases (show r % 2 = 0 ∨ r % 2 = 1 by omega) with h | h
  · have h1 : ¬ ((2 : ℕ) : ℤ) ∣ -1 - r := by omega
    have h2 : ((2 : ℕ) : ℤ) ∣ 0 - r := by omega
    have h3 : ¬ ((2 : ℕ) : ℤ) ∣ 1 - r := by omega
    rw [if_neg h1, if_pos h2, if_neg h3]
    ring
  · have h1 : ((2 : ℕ) : ℤ) ∣ -1 - r := by omega
    have h2 : ¬ ((2 : ℕ) : ℤ) ∣ 0 - r := by omega
    have h3 : ((2 : ℕ) : ℤ) ∣ 1 - r := by omega
    rw [if_pos h1, if_neg h2, if_pos h3]
    ring
```

The even class contributes 1, the odd class $t+(1-t)=1$. Exactness on the mesh therefore holds for every $t$.

```lean
/-- On the two-point mesh with distinct Hermitian data, the interpolated matrix is Hermitian at
all wave vectors exactly when the weight is shared equally between `R = -1` and `R = 1`. -/
theorem twoMesh_isHermitian_iff {D : Fin 2 → Matrix n n ℂ} (hD : ∀ j, (D j).IsHermitian)
    (hne : D 0 ≠ D 1) (t : ℝ) :
    (∀ q, (interpolate (twoMeshWeights t) D q).IsHermitian) ↔ t = 1 / 2 := by
  constructor
  · intro h
    obtain ⟨v1, v2, v3⟩ := twoMesh_values t
    have m0 : meshPoint (0 : Fin 2) = 0 := by simp [meshPoint]
    have m1 : meshPoint (1 : Fin 2) = Real.pi := by simp [meshPoint]
    have b0 : ∀ R, bloch 0 R = 1 := by intro R; simp [bloch]
    have bz : ∀ q, bloch q 0 = 1 := by intro q; simp [bloch]
    have p1 : bloch Real.pi 1 = -1 := by
      rw [bloch, show Complex.I * (Real.pi : ℂ) * ((1 : ℤ) : ℂ) = Real.pi * Complex.I by
        push_cast; ring, Complex.exp_pi_mul_I]
    have p2 : bloch Real.pi (-1) = -1 := by rw [← star_bloch, p1]; simp
    have i1 : bloch (Real.pi / 2) 1 = Complex.I := by
      rw [bloch, show Complex.I * ((Real.pi / 2 : ℝ) : ℂ) * ((1 : ℤ) : ℂ) =
        (Real.pi / 2 : ℂ) * Complex.I by push_cast; ring, Complex.exp_mul_I,
        Complex.cos_pi_div_two, Complex.sin_pi_div_two]
      ring
    have i2 : bloch (Real.pi / 2) (-1) = -Complex.I := by rw [← star_bloch, i1]; simp
    -- halfway between the mesh points an unequal sharing leaves an anti-Hermitian part
    have hf : interpolate (twoMeshWeights t) D (Real.pi / 2) = (1 / 2 : ℂ) • (D 0 + D 1) +
        (((1 / 2 - t : ℝ) : ℂ) * Complex.I) • (D 0 - D 1) := by
      rw [interpolate, sum_twoMesh t _ (fun R hR => by simp [hR]), v1, v2, v3]
      simp only [forceConstants, Fin.sum_univ_two, m0, m1, b0, bz, i1, i2, neg_neg, neg_zero,
        p1, p2]
      push_cast
      module
    have e : (interpolate (twoMeshWeights t) D (Real.pi / 2))ᴴ = _ := h (Real.pi / 2)
    have s1 : star (1 / 2 : ℂ) = 1 / 2 := by simp
    have s2 : ∀ s : ℝ, star ((s : ℂ) * Complex.I) = -((s : ℂ) * Complex.I) := by
      intro s
      simp
    rw [hf] at e
    simp only [Matrix.conjTranspose_add, Matrix.conjTranspose_sub, Matrix.conjTranspose_smul,
      (hD 0).eq, (hD 1).eq, s1, s2] at e
    by_contra ht
    apply hne
    ext a b
    have e2 := congrFun (congrFun e a) b
    simp only [Matrix.add_apply, Matrix.sub_apply, Matrix.smul_apply, smul_eq_mul] at e2
    have e3 : ((1 / 2 - t : ℝ) : ℂ) * Complex.I * (D 0 a b - D 1 a b) = 0 := by
      linear_combination (-1 / 2 : ℂ) * e2
    have hc : ((1 / 2 - t : ℝ) : ℂ) ≠ 0 :=
      Complex.ofReal_ne_zero.2 (sub_ne_zero.2 (Ne.symm ht))
    exact sub_eq_zero.1 ((mul_eq_zero.1 e3).resolve_left (mul_ne_zero hc Complex.I_ne_zero))
  · rintro rfl
    refine interpolate_isHermitian (fun R => ?_) hD
    have e1 : (-1 = -R) ↔ (1 = R) := by omega
    have e2 : (0 = -R) ↔ (0 = R) := by omega
    have e3 : (1 = -R) ↔ (-1 = R) := by omega
    have e4 : (1 - 1 / 2 : ℝ) = 1 / 2 := by norm_num
    simp only [twoMeshWeights, Finsupp.add_apply, Finsupp.single_apply, e1, e2, e3, e4]
    ring

end

end PhononFourierInterpolation
```

Here $q_0=0$, $q_1=\pi$, $\Phi(0)=\frac12(D_0+D_1)$ and $\Phi(\pm1)=\frac12(D_0-D_1)$. Halfway between the mesh points,

$$\tilde D(\pi/2)=\tfrac12(D_0+D_1)+i\left(\tfrac12-t\right)(D_0-D_1).$$

This is `hf` in the proof. The second term is anti-Hermitian, so Hermiticity forces it to vanish; since $D_0\ne D_1$, $t=\frac12$. Conversely, $t=\frac12$ makes the weights even, and the previous theorem applies.

With $t=0$ and the data $D_0=0$, $D_1=1$, one finds $\tilde D(\pi/2)=\frac12-\frac i2$, a complex squared frequency, although both mesh values are exact. A test at the mesh points alone would miss this error.

```lean
#print axioms PhononFourierInterpolation.interpolate_meshPoint
#print axioms PhononFourierInterpolation.unitClassSums_of_interpolates
#print axioms PhononFourierInterpolation.twoMesh_unitClassSums
#print axioms PhononFourierInterpolation.twoMesh_isHermitian_iff
```

```
'PhononFourierInterpolation.interpolate_meshPoint' depends on axioms: [propext, Classical.choice, Quot.sound]
'PhononFourierInterpolation.unitClassSums_of_interpolates' depends on axioms: [propext, Classical.choice, Quot.sound]
'PhononFourierInterpolation.twoMesh_unitClassSums' depends on axioms: [propext, Classical.choice, Quot.sound]
'PhononFourierInterpolation.twoMesh_isHermitian_iff' depends on axioms: [propext, Classical.choice, Quot.sound]
```
